# For N ≥ 2 sites, the bulk energy of the critical Ising chain lies between the free-fermion energies of the ring and the open chain

## Hamiltonian, momenta and energies

Let $\sigma^x_l,\sigma^z_l$ be Pauli matrices on the sites $l=1,\dots,N$. The transverse-field Ising chain with unit coupling and unit field is

$$H=-\sum_l \sigma^x_l\sigma^x_{l+1}-\sum_{l=1}^{N}\sigma^z_l .$$

On the ring the first sum has $N$ bonds and site $N+1$ is site $1$; on the open chain it has $N-1$ bonds. Equal coupling and field put the model at its critical point. The Jordan–Wigner transformation turns $H$ into free fermions with excitation energy

$$\varepsilon(k)=2\sqrt{2-2\cos k}.$$

The vacuum of these excitations has energy $-\tfrac12\sum_k\varepsilon(k)$. The allowed momenta, labelled by $j=0,\dots,N-1$, are

$$k_j^{\rm ring}=\frac{(2j+1)\pi}{N},\qquad k_j^{\rm open}=\frac{(2j+1)\pi}{2N+1}.$$

The ring momenta belong to antiperiodic fermions. With each down spin counted as one Jordan–Wigner fermion, this is the boundary condition that a periodic spin ring imposes on states with an even number of fermions, and the ground state is one of these states. The open momenta solve the standing-wave condition that two free ends impose at the critical point.

Write $E_{\rm ring}(N)$ and $E_{\rm open}(N)$ for the two vacuum energies. The bulk energy per site is the same expression with the sum replaced by an average over the Brillouin zone:

$$e_\infty=-\frac12\cdot\frac1{2\pi}\int_0^{2\pi}\varepsilon(k)\,dk .$$

## The bracket and its finite-size bounds

For every $N\ge2$,

$$E_{\rm ring}(N)<N e_\infty<E_{\rm open}(N),\qquad e_\infty=-\frac4\pi .$$

Two sharper estimates lie behind this. For $N\ge2$ the ring satisfies

$$N e_\infty-\frac{\pi}{3N}<E_{\rm ring}(N)<N e_\infty ,$$

and for $N\ge1$ the open chain satisfies

$$N e_\infty+1-\frac2\pi-\frac{\pi}{3(4N+2)}<E_{\rm open}(N)<N e_\infty+1-\frac2\pi .$$

When a bulk energy is estimated from finite chains, the two boundary conditions therefore give a lower and an upper bound for this free-fermion chain at its critical point. Per site, the ring is off by less than $\pi/(3N^2)$, while the error of the open chain falls off only as $1/N$.

## From square roots to sines

Since $2-2\cos k=4\sin^2(k/2)$ and $\sin(k/2)\ge0$ on $[0,2\pi]$, the mode energy there is $\varepsilon(k)=4\sin(k/2)$. Hence

$$\int_0^{2\pi}\varepsilon(k)\,dk=\Bigl[-8\cos\tfrac k2\Bigr]_0^{2\pi}=16,\qquad e_\infty=-\frac12\cdot\frac{16}{2\pi}=-\frac4\pi .$$

All allowed momenta lie in $[0,2\pi]$, so

$$E_{\rm ring}=-2\sum_{j=0}^{N-1}\sin\frac{(2j+1)\pi}{2N},\qquad E_{\rm open}=-2\sum_{j=0}^{N-1}\sin\frac{(2j+1)\pi}{4N+2}.$$

## Summing the sines

For any angle $\theta$,

$$2\sin\theta\,\sin((2j+1)\theta)=\cos(2j\theta)-\cos((2j+2)\theta),$$

and the sum over $j$ telescopes:

$$2\sin\theta\sum_{j=0}^{N-1}\sin((2j+1)\theta)=1-\cos(2N\theta).$$

For the ring, $\theta=\pi/(2N)$ and $2N\theta=\pi$. The right side is $2$, the sum is $1/\sin\theta$, and

$$E_{\rm ring}=-\frac{2}{\sin(\pi/(2N))}.$$

For the open chain, $\theta=\pi/(4N+2)$ and $2N\theta=\pi/2-\theta$. The right side is $1-\sin\theta$, so twice the sum is $1/\sin\theta-1$ and

$$E_{\rm open}=1-\frac{1}{\sin(\pi/(4N+2))}.$$

## Bounding the inverse sine

Let $0<x\le1$. From $\sin x<x$ we get $1/\sin x>1/x$. Integrating $\sin t<t$ twice from zero gives first $1-\cos x<x^2/2$ and then $x-\sin x<x^3/6$, so $\sin x>x-x^3/4$. Therefore

$$\Bigl(\frac1x+\frac x3\Bigr)\sin x>\Bigl(\frac1x+\frac x3\Bigr)\Bigl(x-\frac{x^3}4\Bigr)=1+\frac{x^2(1-x^2)}{12}\ge1,$$

and altogether

$$\frac1x<\frac1{\sin x}<\frac1x+\frac x3 .$$

Inserting $x=\pi/(2N)$ and multiplying by $-2$ gives the ring estimate. Inserting $x=\pi/(4N+2)$ and subtracting from $1$ gives the open-chain estimate, because $(4N+2)/\pi=4N/\pi+2/\pi$.

The ring half of the bracket is now immediate. For the open half, $\pi>3$ gives $1-2/\pi>1/3$, while $\pi\le4$ gives $\pi/(3(4N+2))\le1/3$. The cost of the ends exceeds the deficit.

## Two sites, no sites, and many sites

At $N=2$ the sums give $E_{\rm ring}=-2\sqrt2\approx-2.828$ and $E_{\rm open}=-\sqrt5\approx-2.236$, with $2e_\infty=-8/\pi\approx-2.546$ between them.

With no condition on $N$ the strict inequalities fail: at $N=0$ all three energies are zero. This shows only that $N\ge1$ is needed. At $N=1$ the bracket still holds, since $-2<-4/\pi<-1$, but the ring angle is then $\pi/2>1$, where the inverse-sine estimate above does not apply.

As $N$ grows, the estimates force $E_{\rm ring}-Ne_\infty$ to zero and $E_{\rm open}-Ne_\infty$ to $1-2/\pi\approx0.363$, the energy cost of the two open ends together.

## The Lean definitions and theorems in words

`modeEnergy` is $\varepsilon$ as a function of a real momentum. `ringMomentum N j` and `openMomentum N j` are the allowed momenta, and `Finset.range N` runs over $j=0,\dots,N-1$. `ringEnergy` and `openEnergy` are the vacuum energies, and `bulkEnergyDensity` is $e_\infty$, defined by the integral.

The final theorem, `ring_lt_bulk_lt_open`, takes a natural number `N` with `2 ≤ N` and states both strict inequalities. Combined with `ringEnergy_eq`, `openEnergy_eq` and `bulkEnergyDensity_eq`, it becomes a statement about the two sine sums and $-4N/\pi$.

The formalisation starts from the free-fermion spectrum: the spin Hamiltonian, its Jordan–Wigner diagonalisation and the identification of the vacuum with the spin ground state are physical input. Coupling and field are fixed to one, so the theorems concern the critical point alone.

```lean
import Mathlib

open Real

namespace CriticalIsingBracket

noncomputable section

/-- Excitation energy of the critical Ising chain at momentum `k`, for unit coupling
and unit transverse field. -/
def modeEnergy (k : ℝ) : ℝ := 2 * √(2 - 2 * cos k)

/-- Allowed momenta of the ring of `N ≥ 1` sites with antiperiodic fermions,
`j = 0, ..., N - 1`. -/
def ringMomentum (N j : ℕ) : ℝ := (2 * j + 1) * π / N

/-- Allowed momenta of the critical open chain of `N` sites, `j = 0, ..., N - 1`. -/
def openMomentum (N j : ℕ) : ℝ := (2 * j + 1) * π / (2 * N + 1)

/-- Free-fermion vacuum energy of the ring of `N ≥ 1` sites: minus half the sum of its
mode energies. -/
def ringEnergy (N : ℕ) : ℝ :=
  -(1 / 2) * ∑ j ∈ Finset.range N, modeEnergy (ringMomentum N j)

/-- Free-fermion vacuum energy of the open chain of `N` sites: minus half the sum of its
mode energies. -/
def openEnergy (N : ℕ) : ℝ :=
  -(1 / 2) * ∑ j ∈ Finset.range N, modeEnergy (openMomentum N j)

/-- Bulk energy per site: minus half the average of the mode energy over the
Brillouin zone. -/
def bulkEnergyDensity : ℝ :=
  -(1 / 2) * (1 / (2 * π) * ∫ k in (0 : ℝ)..(2 * π), modeEnergy k)

/-- For momenta between `0` and `2π` the critical mode energy is `4 sin (k/2)`. -/
theorem modeEnergy_eq {k : ℝ} (h0 : 0 ≤ k) (h1 : k ≤ 2 * π) :
    modeEnergy k = 4 * sin (k / 2) := by
  have hs : 0 ≤ sin (k / 2) :=
    sin_nonneg_of_nonneg_of_le_pi (by linarith) (by linarith)
  have hc : cos k = 2 * cos (k / 2) ^ 2 - 1 := by
    rw [← cos_two_mul]
    congr 1
    ring
  have hq : 2 - 2 * cos k = (2 * sin (k / 2)) ^ 2 := by
    rw [hc]
    linear_combination (-4) * sin_sq_add_cos_sq (k / 2)
  unfold modeEnergy
  rw [hq, sqrt_sq (by linarith)]
  ring

/-- The bulk energy of the critical Ising chain is `-4/π` per site. -/
theorem bulkEnergyDensity_eq : bulkEnergyDensity = -4 / π := by
  have h : ∫ k in (0 : ℝ)..(2 * π), modeEnergy k = 16 := by
    have hcongr : ∫ k in (0 : ℝ)..(2 * π), modeEnergy k
        = ∫ k in (0 : ℝ)..(2 * π), 4 * sin (k / 2) := by
      apply intervalIntegral.integral_congr
      intro k hk
      rw [Set.uIcc_of_le (by positivity)] at hk
      exact modeEnergy_eq hk.1 hk.2
    -- the antiderivative is `-8 cos (k/2)`
    have hd : ∀ k ∈ Set.uIcc (0 : ℝ) (2 * π),
        HasDerivAt (fun x : ℝ => -8 * cos (x / 2)) (4 * sin (k / 2)) k := by
      intro k _
      have := (((hasDerivAt_id' k).div_const 2).cos).const_mul (-8 : ℝ)
      exact this.congr_deriv (by ring)
    have hc : Continuous fun k : ℝ => 4 * sin (k / 2) := by fun_prop
    rw [hcongr, intervalIntegral.integral_eq_sub_of_hasDerivAt hd
      (hc.intervalIntegrable _ _), show 2 * π / 2 = π by ring, zero_div, cos_pi, cos_zero]
    norm_num
  unfold bulkEnergyDensity
  rw [h]
  ring

/-- The ring energy is `-2` times the sum of `sin ((2j+1)π/(2N))` over `j = 0, ..., N - 1`. -/
theorem ringEnergy_eq (N : ℕ) :
    ringEnergy N = -2 * ∑ j ∈ Finset.range N, sin ((2 * j + 1) * (π / (2 * N))) := by
  unfold ringEnergy
  rw [Finset.mul_sum, Finset.mul_sum]
  refine Finset.sum_congr rfl fun j hj => ?_
  have hj' : (j : ℝ) + 1 ≤ N := by exact_mod_cast Finset.mem_range.mp hj
  have hN : (0 : ℝ) < N := by linarith [Nat.cast_nonneg (α := ℝ) j]
  have hk : ringMomentum N j ≤ 2 * π := by
    unfold ringMomentum
    rw [div_le_iff₀ hN]
    nlinarith [mul_le_mul_of_nonneg_left hj' pi_pos.le, pi_pos]
  have hhalf : ringMomentum N j / 2 = (2 * j + 1) * (π / (2 * N)) := by
    unfold ringMomentum
    ring
  rw [modeEnergy_eq (by unfold ringMomentum; positivity) hk, hhalf]
  ring

/-- The open-chain energy is `-2` times the sum of `sin ((2j+1)π/(4N+2))` over
`j = 0, ..., N - 1`. -/
theorem openEnergy_eq (N : ℕ) :
    openEnergy N = -2 * ∑ j ∈ Finset.range N, sin ((2 * j + 1) * (π / (4 * N + 2))) := by
  unfold openEnergy
  rw [Finset.mul_sum, Finset.mul_sum]
  refine Finset.sum_congr rfl fun j hj => ?_
  have hj' : (j : ℝ) + 1 ≤ N := by exact_mod_cast Finset.mem_range.mp hj
  have hN : (0 : ℝ) ≤ N := Nat.cast_nonneg N
  have hk : openMomentum N j ≤ 2 * π := by
    unfold openMomentum
    rw [div_le_iff₀ (by positivity)]
    nlinarith [mul_le_mul_of_nonneg_left hj' pi_pos.le, pi_pos, mul_nonneg pi_pos.le hN]
  have hhalf : openMomentum N j / 2 = (2 * j + 1) * (π / (4 * N + 2)) := by
    unfold openMomentum
    rw [show 4 * (N : ℝ) + 2 = (2 * N + 1) * 2 by ring, ← div_div]
    ring
  rw [modeEnergy_eq (by unfold openMomentum; positivity) hk, hhalf]
  ring

/-- A sum of sines at equally spaced odd multiples of an angle telescopes after
multiplication by `2 sin θ`. -/
theorem two_sin_mul_sum (n : ℕ) (θ : ℝ) :
    2 * sin θ * ∑ j ∈ Finset.range n, sin ((2 * j + 1) * θ) = 1 - cos (2 * n * θ) := by
  induction n with
  | zero => simp
  | succ n ih =>
    have h1 : cos (2 * n * θ) = cos ((2 * n + 1) * θ - θ) := by
      congr 1
      ring
    have h2 : cos (2 * ((n + 1 : ℕ) : ℝ) * θ) = cos ((2 * n + 1) * θ + θ) := by
      congr 1
      push_cast
      ring
    rw [Finset.sum_range_succ, mul_add, ih, h1, h2, cos_sub, cos_add]
    ring

/-- For `0 < x ≤ 1` the inverse sine `1 / sin x` exceeds `1/x`, by less than `x/3`. -/
theorem one_div_sin_bounds {x : ℝ} (h0 : 0 < x) (h1 : x ≤ 1) :
    1 / x < 1 / sin x ∧ 1 / sin x < 1 / x + x / 3 := by
  have hs : 0 < sin x := sin_pos_of_pos_of_lt_pi h0 (by linarith [pi_gt_three])
  refine ⟨one_div_lt_one_div_of_lt hs (sin_lt h0), ?_⟩
  have hcube : x - x ^ 3 / 4 < sin x := by
    have h6 := sin_gt_sub_cube h0
    have h3 : 0 < x ^ 3 := pow_pos h0 3
    linarith
  have hx : 1 / x * x = 1 := one_div_mul_cancel h0.ne'
  have hprod : (1 / x + x / 3) * (x - x ^ 3 / 4) = 1 + x ^ 2 * (1 - x ^ 2) / 12 := by
    linear_combination (1 - x ^ 2 / 4) * hx
  have hsq : 0 ≤ 1 - x ^ 2 := by nlinarith
  have hnn : 0 ≤ x ^ 2 * (1 - x ^ 2) / 12 := by positivity
  have hlt := mul_lt_mul_of_pos_left hcube (show 0 < 1 / x + x / 3 by positivity)
  rw [div_lt_iff₀ hs]
  linarith

/-- For `N ≥ 2` the ring energy lies below the bulk value, by less than `π/(3N)`. -/
theorem ringEnergy_bounds {N : ℕ} (hN : 2 ≤ N) :
    N * bulkEnergyDensity - π / (3 * N) < ringEnergy N ∧
      ringEnergy N < N * bulkEnergyDensity := by
  have hN' : (2 : ℝ) ≤ N := by exact_mod_cast hN
  have hx0 : 0 < π / (2 * (N : ℝ)) := by positivity
  have hx1 : π / (2 * (N : ℝ)) ≤ 1 := by
    rw [div_le_one (by positivity)]
    linarith [pi_le_four]
  have hs : 0 < sin (π / (2 * (N : ℝ))) :=
    sin_pos_of_pos_of_lt_pi hx0 (by linarith [pi_gt_three])
  have hsum := two_sin_mul_sum N (π / (2 * (N : ℝ)))
  have hang : 2 * (N : ℝ) * (π / (2 * N)) = π := mul_div_cancel₀ π (by positivity)
  rw [hang, cos_pi] at hsum
  have hS : 1 / sin (π / (2 * (N : ℝ)))
      = ∑ j ∈ Finset.range N, sin ((2 * j + 1) * (π / (2 * (N : ℝ)))) := by
    rw [div_eq_iff hs.ne']
    linear_combination (-1 / 2) * hsum
  obtain ⟨hl, hu⟩ := one_div_sin_bounds hx0 hx1
  rw [hS, one_div_div] at hl hu
  have e1 : (N : ℝ) * (-4 / π) = -2 * (2 * N / π) := by ring
  have e2 : π / (3 * (N : ℝ)) = 2 * (π / (2 * N) / 3) := by ring
  rw [ringEnergy_eq, bulkEnergyDensity_eq, e1, e2]
  constructor <;> linarith

/-- For `N ≥ 1` the open-chain energy exceeds the bulk value by `1 - 2/π`, up to a deficit
that is positive and smaller than `π/(3(4N+2))`. -/
theorem openEnergy_bounds {N : ℕ} (hN : 1 ≤ N) :
    N * bulkEnergyDensity + (1 - 2 / π) - π / (3 * (4 * N + 2)) < openEnergy N ∧
      openEnergy N < N * bulkEnergyDensity + (1 - 2 / π) := by
  have hN' : (1 : ℝ) ≤ N := by exact_mod_cast hN
  have hD : 0 < 4 * (N : ℝ) + 2 := by positivity
  have hx0 : 0 < π / (4 * (N : ℝ) + 2) := by positivity
  have hx1 : π / (4 * (N : ℝ) + 2) ≤ 1 := by
    rw [div_le_one hD]
    linarith [pi_le_four]
  have hs : 0 < sin (π / (4 * (N : ℝ) + 2)) :=
    sin_pos_of_pos_of_lt_pi hx0 (by linarith [pi_gt_three])
  have hsum := two_sin_mul_sum N (π / (4 * (N : ℝ) + 2))
  -- with `θ = π/(4N+2)`, the angle `2Nθ` left by the telescoping is the complement of `θ`
  have hang : 2 * (N : ℝ) * (π / (4 * N + 2)) = π / 2 - π / (4 * N + 2) := by
    have hc : π / (4 * (N : ℝ) + 2) * (4 * N + 2) = π := div_mul_cancel₀ π hD.ne'
    linear_combination (1 / 2) * hc
  rw [hang, cos_pi_div_two_sub] at hsum
  have hS : 1 / sin (π / (4 * (N : ℝ) + 2))
      = 1 + 2 * ∑ j ∈ Finset.range N, sin ((2 * j + 1) * (π / (4 * (N : ℝ) + 2))) := by
    rw [div_eq_iff hs.ne']
    linear_combination (-1) * hsum
  obtain ⟨hl, hu⟩ := one_div_sin_bounds hx0 hx1
  rw [hS, one_div_div] at hl hu
  have e1 : (4 * (N : ℝ) + 2) / π = -(N * (-4 / π)) + 2 / π := by ring
  have e2 : π / (3 * (4 * (N : ℝ) + 2)) = π / (4 * N + 2) / 3 := by
    rw [div_div, mul_comm (3 : ℝ)]
  rw [e1] at hl hu
  rw [openEnergy_eq, bulkEnergyDensity_eq, e2]
  constructor <;> linarith

/-- For `N ≥ 2` sites the bulk energy of the critical Ising chain lies strictly between the
energy of the ring, which is lower, and that of the open chain, which is higher. -/
theorem ring_lt_bulk_lt_open {N : ℕ} (hN : 2 ≤ N) :
    ringEnergy N < N * bulkEnergyDensity ∧ N * bulkEnergyDensity < openEnergy N := by
  refine ⟨(ringEnergy_bounds hN).2, ?_⟩
  have hN' : (2 : ℝ) ≤ N := by exact_mod_cast hN
  have hopen := (openEnergy_bounds (show 1 ≤ N by omega)).1
  -- the cost of the open ends outweighs the finite-size deficit
  have h1 : 2 / π < 2 / 3 := by
    rw [div_lt_iff₀ pi_pos]
    linarith [pi_gt_three]
  have h2 : π / (3 * (4 * (N : ℝ) + 2)) ≤ 1 / 3 := by
    rw [div_le_iff₀ (by positivity)]
    linarith [pi_le_four]
  linarith

end

end CriticalIsingBracket
```

```lean
#print axioms CriticalIsingBracket.ring_lt_bulk_lt_open
```

```
'CriticalIsingBracket.ring_lt_bulk_lt_open' depends on axioms: [propext, Classical.choice, Quot.sound]
```

## How the lemmas fit together

`modeEnergy_eq` removes the square root. Its step `hq` writes the radicand as $(2\sin(k/2))^2$, and `hs` supplies the sign needed to take the root. `bulkEnergyDensity_eq` replaces the integrand by $4\sin(k/2)$ on the interval, checks the antiderivative in `hd`, and applies the fundamental theorem of calculus.

`ringEnergy_eq` and `openEnergy_eq` convert the energies term by term. In both, `hj'` records $j+1\le N$, from which `hk` shows that the momentum does not exceed $2\pi$; `hhalf` then halves it.

`two_sin_mul_sum` proves the telescoped identity by induction on the number of terms. The induction step writes $2n\theta$ and $2(n+1)\theta$ as $(2n+1)\theta\mp\theta$ and expands both cosines, which is the product formula used above.

In `one_div_sin_bounds`, `hcube` is the cubic lower bound on the sine and `hprod` is the product evaluated in the derivation. The assumption $x\le1$ enters through `hsq`, which makes the remainder $x^2(1-x^2)/12$ non-negative.

`ringEnergy_bounds` and `openEnergy_bounds` share one pattern. `hang` evaluates the angle $2N\theta$ left by the telescoping, `hS` solves the telescoped identity for $1/\sin\theta$, and the inverse-sine bounds are transferred to the sum. After the energies are rewritten, `linarith` completes the linear rearrangement.

`ring_lt_bulk_lt_open` takes its first half directly from `ringEnergy_bounds`. For the second it uses the lower bound in `openEnergy_bounds`, with `h1` giving $2/\pi<2/3$ and `h2` bounding the deficit by $1/3$.
